# A bond length, a bond angle and a torsion fix exactly one position relative to three non-collinear atoms

Let atoms a, b, c be non-collinear. For every length r ≥ 0, angle 0 ≤ t ≤ π and real f, exactly one position d has distance r from c, bond angle t at c and torsion f about the bond from b to c. Here an undefined angle imposes no condition: the torsion when t is 0 or π, and both angles when r = 0. This is the step by which a Z-matrix row becomes Cartesian coordinates, as when a geometry is entered into an electronic-structure program; the result concerns one new atom with three reference atoms already placed. Building a whole molecule repeats the step, and each new reference triple must then be shown to be non-collinear.

## Bond vectors and the four conditions

Positions are real 3-vectors with components numbered 0, 1, 2. Write p = b − a, v = c − b, w = d − c for the successive bond vectors, and N = p × v for the normal to the plane of a, b, c.

```lean
import Mathlib

open Matrix Real

namespace ZMatrixConstruction

noncomputable section

/-- Positions and bond vectors in three-dimensional space. -/
abbrev Vec := Fin 3 → ℝ
```

The Euclidean length |x| is `len x`. It is defined separately because Mathlib's built-in norm on `Fin 3 → ℝ` is the largest absolute component.

```lean
/-- The Euclidean length of a vector. -/
def len (x : Vec) : ℝ := √(x ⬝ᵥ x)
```

The predicate `IsZEntry` collects the conditions on w. The angles t and f are often written θ and φ. The bond angle lies between −v and w, which explains the minus sign in `angle`. The two torsion equations fix both cosine and sine, hence the sign of f: f = 0 is cis, and positive f is clockwise when one looks from b to c. If v × w = 0, both torsion equations read 0 = 0 and f has no influence. If r = 0, then w = 0 and the angle equation reads 0 = 0 as well.

```lean
/-- The equations on the successive bond vectors `p`, `v`, `w` of a four-atom chain for last bond
length `r`, last bond angle `t` and torsion angle `f` about the middle bond `v`. Where an angle is
undefined because of a zero vector or parallel bonds, its equations reduce to `0 = 0`. -/
structure IsZEntry (p v w : Vec) (r t f : ℝ) : Prop where
  bond : len w = r
  angle : v ⬝ᵥ w = -(r * len v * cos t)
  torsion_cos : (p ⨯₃ v) ⬝ᵥ (v ⨯₃ w) = len (p ⨯₃ v) * len (v ⨯₃ w) * cos f
  torsion_sin : len v * (p ⬝ᵥ (v ⨯₃ w)) = len (p ⨯₃ v) * len (v ⨯₃ w) * sin f
```

The candidate solution `place` is a combination of v, N × v and N.

```lean
/-- The bond vector to the new atom, written in the orthogonal frame `v`, `(p × v) × v`, `p × v`.
The domain is `p × v ≠ 0`. -/
def place (p v : Vec) (r t f : ℝ) : Vec :=
  (-(r * cos t) / len v) • v
    + (r * sin t * cos f / (len (p ⨯₃ v) * len v)) • ((p ⨯₃ v) ⨯₃ v)
    + (r * sin t * sin f / len (p ⨯₃ v)) • (p ⨯₃ v)
```

## (a) The square of a length

Show that the length squares to the scalar product:

|x|² = x · x

**Solution.** The number x · x is a sum of squares, so it is non-negative and squaring its root returns it.

```lean
/-- The squared length of a vector is its scalar product with itself. -/
theorem len_sq (x : Vec) : len x ^ 2 = x ⬝ᵥ x :=
  Real.sq_sqrt (Finset.sum_nonneg fun i _ => mul_self_nonneg (x i))
```

## (b) Positivity

Show that for x ≠ 0

|x| > 0

**Solution.** A root is non-negative. If it were zero, (a) would give x · x = 0, so every component would vanish and x would be 0.

```lean
/-- A nonzero vector has positive length. -/
theorem len_pos {x : Vec} (hx : x ≠ 0) : 0 < len x := by
  refine lt_of_le_of_ne (Real.sqrt_nonneg _) fun h => hx ?_
  have h2 := len_sq x
  rw [← h] at h2
  exact dotProduct_self_eq_zero.1 (by linarith)
```

## (c) Exchanging dot and cross

Show for any vectors x, v, w that

x · (v × w) = (x × v) · w

**Solution.** Expand the left side and collect the components of w:

x₀(v₁w₂ − v₂w₁) + x₁(v₂w₀ − v₀w₂) + x₂(v₀w₁ − v₁w₀)
= (x₁v₂ − x₂v₁)w₀ + (x₂v₀ − x₀v₂)w₁ + (x₀v₁ − x₁v₀)w₂

The last line is the right side. In Lean, `simp` expands and `ring` collects.

```lean
/-- In a scalar triple product the dot and the cross may be exchanged. -/
theorem triple_shift (x v w : Vec) : x ⬝ᵥ (v ⨯₃ w) = (x ⨯₃ v) ⬝ᵥ w := by
  simp only [cross_apply, dotProduct, Fin.sum_univ_three, Matrix.cons_val]
  ring
```

## (d) The length of a cross product

Prove Lagrange's identity:

|v × w|² = |v|²|w|² − (v · w)²

**Solution.** On the right, the terms vᵢ²wᵢ² cancel. What remains is

(v₀w₁ − v₁w₀)² + (v₀w₂ − v₂w₀)² + (v₁w₂ − v₂w₁)²

which is the sum of the squared components of v × w.

```lean
/-- Lagrange's identity for the length of a cross product. -/
theorem len_cross_sq (v w : Vec) :
    len (v ⨯₃ w) ^ 2 = len v ^ 2 * len w ^ 2 - (v ⬝ᵥ w) ^ 2 := by
  simp only [len_sq, cross_apply, dotProduct, Fin.sum_univ_three, Matrix.cons_val]
  ring
```

## (e) Using the bond length and angle

Suppose |w| = r, v · w = −r|v| cos t and 0 ≤ t ≤ π. Show that

|v × w| = |v| r sin t

**Solution.** By (d),

|v × w|² = |v|²r² − r²|v|² cos² t = (|v| r sin t)²

Since sin t ≥ 0 on [0, π], both sides of the target are non-negative, and equal squares give equal numbers. This last inference is `sq_eq_sq₀`.

```lean
/-- Bond length `r` and bond angle `t` between `0` and `π` fix the length of `v × w`
as `|v| r sin t`. -/
theorem len_cross {v w : Vec} {r t : ℝ} (hb : len w = r)
    (ha : v ⬝ᵥ w = -(r * len v * cos t)) (ht : t ∈ Set.Icc 0 π) :
    len (v ⨯₃ w) = len v * r * sin t := by
  have hr : 0 ≤ r := hb ▸ Real.sqrt_nonneg _
  have hs : 0 ≤ sin t := Real.sin_nonneg_of_mem_Icc ht
  have hv : 0 ≤ len v := Real.sqrt_nonneg _
  have h0 : 0 ≤ len (v ⨯₃ w) := Real.sqrt_nonneg _
  refine (sq_eq_sq₀ h0 (by positivity)).1 ?_
  rw [len_cross_sq, hb, ha]
  linear_combination (-(len v ^ 2 * r ^ 2)) * Real.sin_sq_add_cos_sq t
```

## (f) The normal of the reference plane

Show that for non-collinear a, b, c

(b − a) × (c − b) ≠ 0

**Solution.** Suppose the product is zero. If c = b, at most two distinct points remain, and they are collinear. Otherwise use the identity called `key`,

(v · v) p = (v · p) v + v × (p × v)

Its last term vanishes, so p = λv with λ = (v · p)/(v · v). Then a = b − λv, b = b + 0v and c = b + v lie on one line, a contradiction. The three cases at the end of the Lean proof supply these multiples of v.

If a, b, c are collinear with b ≠ c, and r > 0 and 0 < t < π, the torsion equations are empty and a whole circle of positions satisfies the conditions.

```lean
/-- For three non-collinear atoms the two successive bond vectors have a nonzero
cross product. -/
theorem cross_ne_zero {a b c : Vec} (h : ¬ Collinear ℝ ({a, b, c} : Set Vec)) :
    (b - a) ⨯₃ (c - b) ≠ 0 := by
  intro hx
  apply h
  by_cases hv : c - b = 0
  · rw [sub_eq_zero.1 hv]
    simpa using collinear_pair ℝ a b
  -- the double cross product shows that `b - a` is a multiple of `c - b`
  have key : ∀ p v : Vec, (v ⬝ᵥ v) • p = (v ⬝ᵥ p) • v + v ⨯₃ (p ⨯₃ v) := by
    intro p v
    ext i
    fin_cases i <;> simp [cross_apply, dotProduct, Fin.sum_univ_three] <;> ring
  have hk := key (b - a) (c - b)
  rw [hx, map_zero, add_zero] at hk
  have hvv : (c - b) ⬝ᵥ (c - b) ≠ 0 := fun h0 => hv (dotProduct_self_eq_zero.1 h0)
  have hp : b - a = (((c - b) ⬝ᵥ (c - b))⁻¹ * ((c - b) ⬝ᵥ (b - a))) • (c - b) := by
    rw [mul_smul, ← hk, smul_smul, inv_mul_cancel₀ hvv, one_smul]
  rw [collinear_iff_of_mem (p₀ := b) (by simp)]
  refine ⟨c - b, fun x hxs => ?_⟩
  simp only [Set.mem_insert_iff, Set.mem_singleton_iff] at hxs
  rcases hxs with h1 | h1 | h1
  · refine ⟨-(((c - b) ⬝ᵥ (c - b))⁻¹ * ((c - b) ⬝ᵥ (b - a))), ?_⟩
    rw [h1, vadd_eq_add, neg_smul, ← hp]
    abel
  · exact ⟨0, by simp [h1]⟩
  · exact ⟨1, by simp [h1]⟩
```

## (g) Three projections determine a vector

Let N ≠ 0, and let w and w′ have equal scalar products with v, N and N × v. Show that

w = w′

**Solution.** Here v ≠ 0, since otherwise N = 0. The vectors v, N × v and N are mutually orthogonal, and |N × v|² = |N|²|v|² by (d). Expanding any u in this frame and clearing denominators gives

|v|²|N|² u = |N|²(v · u) v + ((N × v) · u)(N × v) + |v|²(N · u) N

The right side is the same for u = w and u = w′. Cancel the nonzero factor |v|²|N|². Lean checks the expansion component by component with `ring`.

```lean
/-- If `p × v` is nonzero, a vector is determined by its projections on `v`, `p × v`
and `(p × v) × v`. -/
theorem eq_of_projections {p v w w' : Vec} (hN : p ⨯₃ v ≠ 0) (h1 : v ⬝ᵥ w = v ⬝ᵥ w')
    (h2 : (p ⨯₃ v) ⬝ᵥ w = (p ⨯₃ v) ⬝ᵥ w')
    (h3 : ((p ⨯₃ v) ⨯₃ v) ⬝ᵥ w = ((p ⨯₃ v) ⨯₃ v) ⬝ᵥ w') : w = w' := by
  have hv : v ≠ 0 := fun h0 => hN (by rw [h0, map_zero])
  -- expansion of any vector in the orthogonal frame
  have key : ∀ u : Vec, ((v ⬝ᵥ v) * ((p ⨯₃ v) ⬝ᵥ (p ⨯₃ v))) • u
      = (((p ⨯₃ v) ⬝ᵥ (p ⨯₃ v)) * (v ⬝ᵥ u)) • v
        + (((p ⨯₃ v) ⨯₃ v) ⬝ᵥ u) • ((p ⨯₃ v) ⨯₃ v)
        + ((v ⬝ᵥ v) * ((p ⨯₃ v) ⬝ᵥ u)) • (p ⨯₃ v) := by
    intro u
    have hext : ∀ x y : Vec, x 0 = y 0 → x 1 = y 1 → x 2 = y 2 → x = y := by
      intro x y e0 e1 e2
      ext i
      fin_cases i
      exacts [e0, e1, e2]
    apply hext <;> simp only [Pi.add_apply, Pi.smul_apply, smul_eq_mul, cross_apply,
      dotProduct, Fin.sum_univ_three, Matrix.cons_val] <;> ring
  have hne : (v ⬝ᵥ v) * ((p ⨯₃ v) ⬝ᵥ (p ⨯₃ v)) ≠ 0 :=
    mul_ne_zero (fun h0 => hv (dotProduct_self_eq_zero.1 h0))
      (fun h0 => hN (dotProduct_self_eq_zero.1 h0))
  have h := key w
  rw [h1, h2, h3] at h
  exact smul_right_injective Vec hne (h.trans (key w').symm)
```

## (h) The placement formula solves the equations

Let N ≠ 0, r ≥ 0 and 0 ≤ t ≤ π. Show that all four conditions hold for

w = αv + β(N × v) + γN

where α|v| = −r cos t, β|N||v| = r sin t cos f and γ|N| = r sin t sin f.

**Solution.** By orthogonality,

|w|² = r² cos² t + r² sin² t (cos² f + sin² f) = r²
v · w = α|v|² = −r|v| cos t

Thus |w| = r, and (e) gives |v × w| = |v| r sin t. With (c),

N · (v × w) = (N × v) · w = β|N|²|v|² = |N||v × w| cos f
|v| p · (v × w) = |v| N · w = |v|γ|N|² = |N||v × w| sin f

In Lean, `generalize` introduces α, β, γ, the facts `o1` to `o4` record the products of the frame vectors, and each `linear_combination` closes one of these computations.

```lean
/-- If `p × v` is nonzero, `r ≥ 0` and `0 ≤ t ≤ π`, the placement formula satisfies the equations
`IsZEntry` for bond length `r`, bond angle `t` and torsion angle `f`. -/
theorem place_isZEntry {p v : Vec} {r t : ℝ} (f : ℝ) (hN : p ⨯₃ v ≠ 0) (hr : 0 ≤ r)
    (ht : t ∈ Set.Icc 0 π) : IsZEntry p v (place p v r t f) r t f := by
  have hL := len_pos (fun h0 => hN (by rw [h0, map_zero]) : v ≠ 0)
  have hn := len_pos hN
  have hα : -(r * cos t) / len v * len v = -(r * cos t) := by field_simp
  have hβ : r * sin t * cos f / (len (p ⨯₃ v) * len v) * (len (p ⨯₃ v) * len v)
      = r * sin t * cos f := by field_simp
  have hγ : r * sin t * sin f / len (p ⨯₃ v) * len (p ⨯₃ v) = r * sin t * sin f := by
    field_simp
  unfold place
  generalize -(r * cos t) / len v = α at hα ⊢
  generalize r * sin t * cos f / (len (p ⨯₃ v) * len v) = β at hβ ⊢
  generalize r * sin t * sin f / len (p ⨯₃ v) = γ at hγ ⊢
  -- the frame is orthogonal
  have o1 : v ⬝ᵥ (p ⨯₃ v) = 0 := by
    simp only [cross_apply, dotProduct, Fin.sum_univ_three, Matrix.cons_val]; ring
  have o2 : v ⬝ᵥ ((p ⨯₃ v) ⨯₃ v) = 0 := by
    simp only [cross_apply, dotProduct, Fin.sum_univ_three, Matrix.cons_val]; ring
  have o3 : (p ⨯₃ v) ⬝ᵥ ((p ⨯₃ v) ⨯₃ v) = 0 := by
    simp only [cross_apply, dotProduct, Fin.sum_univ_three, Matrix.cons_val]; ring
  have o4 : ((p ⨯₃ v) ⨯₃ v) ⬝ᵥ ((p ⨯₃ v) ⨯₃ v) = len (p ⨯₃ v) ^ 2 * len v ^ 2 := by
    rw [← len_sq, len_cross_sq, dotProduct_comm (p ⨯₃ v) v, o1]; ring
  have o1' := (dotProduct_comm (p ⨯₃ v) v).trans o1
  have o2' := (dotProduct_comm ((p ⨯₃ v) ⨯₃ v) v).trans o2
  have o3' := (dotProduct_comm ((p ⨯₃ v) ⨯₃ v) (p ⨯₃ v)).trans o3
  generalize hw : α • v + β • ((p ⨯₃ v) ⨯₃ v) + γ • (p ⨯₃ v) = w
  have hb : len w = r := by
    have h0 : 0 ≤ len w := Real.sqrt_nonneg _
    refine (sq_eq_sq₀ h0 hr).1 ?_
    rw [len_sq, ← hw]
    simp only [add_dotProduct, dotProduct_add, smul_dotProduct, dotProduct_smul, smul_eq_mul,
      o1, o2, o3, o4, o1', o2', o3', ← len_sq v, ← len_sq (p ⨯₃ v)]
    linear_combination (α * len v - r * cos t) * hα
      + (β * (len (p ⨯₃ v) * len v) + r * sin t * cos f) * hβ
      + (γ * len (p ⨯₃ v) + r * sin t * sin f) * hγ
      + r ^ 2 * sin t ^ 2 * Real.sin_sq_add_cos_sq f + r ^ 2 * Real.sin_sq_add_cos_sq t
  have ha : v ⬝ᵥ w = -(r * len v * cos t) := by
    rw [← hw]
    simp only [dotProduct_add, dotProduct_smul, smul_eq_mul, o1, o2, ← len_sq v]
    linear_combination len v * hα
  refine ⟨hb, ha, ?_, ?_⟩
  · rw [len_cross hb ha ht, triple_shift, ← hw]
    simp only [dotProduct_add, dotProduct_smul, smul_eq_mul, o2', o3', o4]
    linear_combination len (p ⨯₃ v) * len v * hβ
  · rw [len_cross hb ha ht, triple_shift, ← hw]
    simp only [dotProduct_add, dotProduct_smul, smul_eq_mul, o1', o3, ← len_sq (p ⨯₃ v)]
    linear_combination len v * len (p ⨯₃ v) * hγ
```

## (i) Exactly one atom

For non-collinear a, b, c, r ≥ 0, 0 ≤ t ≤ π and real f, show that there is exactly one d for which

w = d − c satisfies the four conditions.

**Solution.** By (f), N ≠ 0, so (h) supplies a solution w′, and d = c + w′ exists. Let d be any solution, with w = d − c. The angle condition gives v · w = v · w′, and (e) gives |v × w| = |v × w′|. The torsion equations therefore have equal right sides for w and w′. By (c), their left sides are |v| N · w and (N × v) · w, and likewise for w′. After cancelling |v| > 0, all three projections agree, so w = w′ by (g) and d = c + w′.

The symbol `∃!` states existence and uniqueness together.

```lean
/-- Z-matrix construction: for non-collinear atoms `a`, `b`, `c`, a length `r ≥ 0`, an angle
`0 ≤ t ≤ π` and any real `f`, exactly one position `d` satisfies the equations `IsZEntry` for bond
length `r` to `c`, bond angle `t` at `c` and torsion angle `f` about the bond from `b` to `c`. -/
theorem existsUnique_atom {a b c : Vec} {r t : ℝ} (f : ℝ)
    (habc : ¬ Collinear ℝ ({a, b, c} : Set Vec)) (hr : 0 ≤ r) (ht : t ∈ Set.Icc 0 π) :
    ∃! d : Vec, IsZEntry (b - a) (c - b) (d - c) r t f := by
  have hN := cross_ne_zero habc
  have hL := len_pos (fun h0 => hN (by rw [h0, map_zero]) : c - b ≠ 0)
  have h' := place_isZEntry f hN hr ht
  refine ⟨c + place (b - a) (c - b) r t f, ?_, fun d h => ?_⟩
  · simpa only [add_sub_cancel_left] using h'
  -- the four equations fix the three projections of the new bond vector
  have hl := (len_cross h.bond h.angle ht).trans (len_cross h'.bond h'.angle ht).symm
  have hu : d - c = place (b - a) (c - b) r t f := by
    refine eq_of_projections hN (h.angle.trans h'.angle.symm) ?_ ?_
    · rw [← triple_shift (b - a) (c - b) (d - c), ← triple_shift (b - a) (c - b) (place _ _ _ _ _)]
      refine mul_left_cancel₀ hL.ne' ?_
      rw [h.torsion_sin, h'.torsion_sin, hl]
    · have e := h.torsion_cos
      rw [hl, ← h'.torsion_cos, triple_shift, triple_shift] at e
      exact e
  rw [← hu]
  abel

end

end ZMatrixConstruction
```

```lean
#print axioms ZMatrixConstruction.existsUnique_atom
```

```
'ZMatrixConstruction.existsUnique_atom' depends on axioms: [propext, Classical.choice, Quot.sound]
```
